# Projecting out zero modes is the smallest symmetric correction, in Frobenius norm, that restores them in a Hessian

A Hessian built from finite differences of forces usually fails to annihilate the rigid motions exactly. Diagonalised as it stands, it can give translations and rotations small real or imaginary frequencies and mix them with soft vibrations. A careless repair does its own damage: multiplying by a projector on the right alone removes the modes but generally destroys the symmetry of the matrix, and other repairs may alter vibrational force constants that needed no change.

## The two-sided projection and its distance from H

Let $H$ be a real symmetric matrix; a Hessian from finite differences of forces, which is generally not exactly symmetric, is first averaged with its transpose. Let the columns of $Z$ be orthonormal, $Z^TZ=1$. These columns are the displacements that the exact Hessian should annihilate, so that they change no force to first order. Put $P=1-ZZ^T$, and write $\|M\|^2=\sum_{ij}M_{ij}^2$ for the squared Frobenius norm. Then $PHP$ is symmetric, $PHP\,Z=0$, and

$$\|H-PHP\|<\|H-K\|$$

for every other symmetric $K$ with $KZ=0$. The squared size of the correction is

$$\|H-PHP\|^2=2\|HZ\|^2-\|Z^THZ\|^2 .$$

## Use in a normal-mode code

A harmonic frequency calculation that projects before diagonalising relies on $PHP$ being symmetric and having the columns of $Z$ as null vectors. It also relies on the vibrational block surviving: if $Z^Tx=Z^Ty=0$, then $Px=x$ and $Py=y$, so $x^TPHPy=x^THy$. The size formula needs only $Z$ and the product $HZ$, and gives a cheap measure of how far $H$ was from having the zero modes. It does not detect errors within the vibrational block.

The condition $KZ=0$ stands for invariance of the energy under rigid motion. For an isolated molecule in Cartesian coordinates it holds for translations at any geometry, but for rotations in general only at a stationary point. In mass-weighted coordinates, $H$, $Z$ and the distance must all be mass-weighted.

## Orthogonality of the correction and the remainder

The matrix $P$ is symmetric. Since $PZ=Z-Z(Z^TZ)=0$, also $P^2=P-PZZ^T=P$. Hence $(PHP)^T=PHP$ and $PHP\,Z=0$.

A symmetric $K$ satisfies $KZ=0$ exactly when $PKP=K$. If $PKP=K$, then $KZ=PKPZ=0$. Conversely, $KZ=0$ gives $Z^TK=(KZ)^T=0$, so $PK=K$ and $KP=K$.

For such a $K$, let $A=H-PHP$ and $B=PHP-K$. Then $PAP=PHP-PHP=0$ and $PBP=B$. By cyclicity of the trace,

$$\operatorname{tr}(AB)=\operatorname{tr}(APBP)=\operatorname{tr}(PAPB)=0 .$$

Both matrices are symmetric, so $\|A+B\|^2=\|A\|^2+\|B\|^2+2\operatorname{tr}(AB)$, which gives

$$\|H-K\|^2=\|H-PHP\|^2+\|PHP-K\|^2 .$$

If $K\ne PHP$, the last term is positive, and the strict inequality follows.

For the size formula, take $K=0$, so that $\|H-PHP\|^2=\|H\|^2-\|PHP\|^2$. With $Q=ZZ^T$,

$$\|PHP\|^2=\operatorname{tr}(HPHP)=\operatorname{tr}(H^2)-2\operatorname{tr}(H^2Q)+\operatorname{tr}(HQHQ).$$

Here $\operatorname{tr}(H^2)=\|H\|^2$, $\operatorname{tr}(H^2Q)=\|HZ\|^2$ and $\operatorname{tr}(HQHQ)=\|Z^THZ\|^2$. Subtraction gives the formula.

The Pythagorean identity has a useful neighbour. Let $K$ be the exact Hessian, assumed to satisfy $KZ=0$. Then $\|PHP-K\|\le\|H-K\|$: projection never increases the total Frobenius error.

## A contaminated Hessian with two coordinates

Take

$$H=\begin{pmatrix}2&-1\\-1&1\end{pmatrix},\qquad z=\begin{pmatrix}3/5\\4/5\end{pmatrix}.$$

Then $Hz=(2/5,1/5)^T$, which is not zero. The unit vector orthogonal to $z$ is $w=(4/5,-3/5)^T$, with $w^THw=13/5$, so

$$PHP=\tfrac{13}{5}\,ww^T=\frac1{125}\begin{pmatrix}208&-156\\-156&117\end{pmatrix}.$$

Since $\|Hz\|^2=1/5$ and $z^THz=2/5$, the squared correction is $2/5-4/25=6/25$. The direct route agrees: $\|H\|^2-\|PHP\|^2=7-169/25=6/25$.

## The Lean file

```lean
import Mathlib

open Matrix

namespace HessianZeroModes

noncomputable section

variable {m n k : Type*} [Fintype m] [Fintype n] [Fintype k] [DecidableEq n] [DecidableEq k]

/-- The squared Frobenius norm: the sum of the squares of all entries. -/
def frobSq (M : Matrix m k ℝ) : ℝ := ∑ i, ∑ j, M i j ^ 2

/-- The Frobenius distance between two real square matrices. -/
def frobDist (A B : Matrix n n ℝ) : ℝ := Real.sqrt (frobSq (A - B))

/-- The matrix `1 - Z Zᵀ`, which removes the modes in the columns of `Z` when these columns are
orthonormal. -/
def vibProj (Z : Matrix n k ℝ) : Matrix n n ℝ := 1 - Z * Zᵀ

/-- The projected Hessian `P H P` with `P = 1 - Z Zᵀ`. -/
def projectedHessian (Z : Matrix n k ℝ) (H : Matrix n n ℝ) : Matrix n n ℝ :=
  vibProj Z * H * vibProj Z

omit [DecidableEq k] in
/-- The squared Frobenius norm of `M` is the trace of `Mᵀ M`. -/
theorem frobSq_eq_trace (M : Matrix m k ℝ) : frobSq M = trace (Mᵀ * M) := by
  unfold frobSq
  rw [Finset.sum_comm]
  simp [Matrix.trace, Matrix.mul_apply, sq]

omit [Fintype n] [DecidableEq k] in
/-- The matrix `1 - Z Zᵀ` is symmetric. -/
theorem vibProj_transpose (Z : Matrix n k ℝ) : (vibProj Z)ᵀ = vibProj Z := by
  simp [vibProj, Matrix.transpose_sub, Matrix.transpose_mul]

/-- For orthonormal modes, `P = 1 - Z Zᵀ` annihilates every mode and is idempotent. -/
theorem vibProj_spec (Z : Matrix n k ℝ) (hZ : Zᵀ * Z = 1) :
    vibProj Z * Z = 0 ∧ vibProj Z * vibProj Z = vibProj Z := by
  have h0 : vibProj Z * Z = 0 := by
    rw [vibProj, Matrix.sub_mul, Matrix.one_mul, Matrix.mul_assoc, hZ, Matrix.mul_one, sub_self]
  refine ⟨h0, ?_⟩
  calc vibProj Z * vibProj Z = vibProj Z * (1 - Z * Zᵀ) := rfl
    _ = vibProj Z := by
      rw [Matrix.mul_sub, Matrix.mul_one, ← Matrix.mul_assoc, h0, Matrix.zero_mul, sub_zero]

/-- For orthonormal modes and symmetric `H`, the projected Hessian is symmetric and has every column
of `Z` as a zero mode. -/
theorem projectedHessian_admissible (Z : Matrix n k ℝ) (H : Matrix n n ℝ)
    (hZ : Zᵀ * Z = 1) (hH : Hᵀ = H) :
    (projectedHessian Z H)ᵀ = projectedHessian Z H ∧ projectedHessian Z H * Z = 0 := by
  constructor
  · simp only [projectedHessian, Matrix.transpose_mul, vibProj_transpose, hH, Matrix.mul_assoc]
  · rw [projectedHessian, Matrix.mul_assoc, (vibProj_spec Z hZ).1, Matrix.mul_zero]

/-- For orthonormal modes, projection leaves a symmetric Hessian unchanged exactly when the columns
of `Z` are already zero modes. -/
theorem projectedHessian_eq_self_iff (Z : Matrix n k ℝ) (K : Matrix n n ℝ)
    (hZ : Zᵀ * Z = 1) (hK : Kᵀ = K) : projectedHessian Z K = K ↔ K * Z = 0 := by
  constructor
  · intro h
    rw [← h]
    exact (projectedHessian_admissible Z K hZ hK).2
  · intro h
    have h' : Zᵀ * K = 0 := by
      have := congrArg Matrix.transpose h
      rwa [Matrix.transpose_mul, hK, Matrix.transpose_zero] at this
    have hl : vibProj Z * K = K := by
      rw [vibProj, Matrix.sub_mul, Matrix.one_mul, Matrix.mul_assoc, h', Matrix.mul_zero, sub_zero]
    have hr : K * vibProj Z = K := by
      rw [vibProj, Matrix.mul_sub, Matrix.mul_one, ← Matrix.mul_assoc, h, Matrix.zero_mul, sub_zero]
    rw [projectedHessian, hl, hr]

/-- Pythagorean identity for orthonormal modes and symmetric `H`: the squared distance from `H` to
any symmetric `K` with the zero modes is the squared distance to the projected Hessian plus that
from the projected Hessian to `K`. -/
theorem frobSq_pythagoras (Z : Matrix n k ℝ) (H K : Matrix n n ℝ)
    (hZ : Zᵀ * Z = 1) (hH : Hᵀ = H) (hK : Kᵀ = K) (hKZ : K * Z = 0) :
    frobSq (H - K) = frobSq (H - projectedHessian Z H) + frobSq (projectedHessian Z H - K) := by
  have hP := (vibProj_spec Z hZ).2
  have hS := (projectedHessian_admissible Z H hZ hH).1
  have hKK := (projectedHessian_eq_self_iff Z K hZ hK).2 hKZ
  obtain ⟨A, hA⟩ : ∃ A, A = H - projectedHessian Z H := ⟨_, rfl⟩
  obtain ⟨B, hB⟩ : ∃ B, B = projectedHessian Z H - K := ⟨_, rfl⟩
  have hAt : Aᵀ = A := by rw [hA, Matrix.transpose_sub, hH, hS]
  have hBt : Bᵀ = B := by rw [hB, Matrix.transpose_sub, hK, hS]
  have hsum : H - K = A + B := by rw [hA, hB]; abel
  rw [hsum, ← hA, ← hB]
  unfold projectedHessian at hA hB hKK
  generalize vibProj Z = P at hP hA hB hKK
  have hPP : P * (P * H * P) * P = P * H * P := by
    calc P * (P * H * P) * P = (P * P) * H * (P * P) := by simp only [Matrix.mul_assoc]
      _ = P * H * P := by rw [hP]
  -- the correction has no vibrational block, the remainder has nothing else
  have hA0 : P * A * P = 0 := by
    rw [hA, Matrix.mul_sub, Matrix.sub_mul, hPP, sub_self]
  have hB1 : P * B * P = B := by
    rw [hB, Matrix.mul_sub, Matrix.sub_mul, hPP, hKK]
  have hAB : trace (A * B) = 0 := by
    calc trace (A * B) = trace (A * (P * B * P)) := by rw [hB1]
      _ = trace ((A * P * B) * P) := by simp only [Matrix.mul_assoc]
      _ = trace (P * (A * P * B)) := Matrix.trace_mul_comm _ _
      _ = trace ((P * A * P) * B) := by simp only [Matrix.mul_assoc]
      _ = 0 := by rw [hA0, Matrix.zero_mul, Matrix.trace_zero]
  have hBA : trace (B * A) = 0 := by rw [Matrix.trace_mul_comm, hAB]
  simp only [frobSq_eq_trace, Matrix.transpose_add, hAt, hBt, Matrix.add_mul, Matrix.mul_add,
    Matrix.trace_add]
  linarith

/-- For orthonormal modes and symmetric `H`, the projected Hessian is symmetric, has the prescribed
zero modes, and is strictly closer to `H` in Frobenius distance than any other symmetric matrix with
these zero modes. -/
theorem projectedHessian_unique_minimiser (Z : Matrix n k ℝ) (H : Matrix n n ℝ)
    (hZ : Zᵀ * Z = 1) (hH : Hᵀ = H) :
    ((projectedHessian Z H)ᵀ = projectedHessian Z H ∧ projectedHessian Z H * Z = 0) ∧
    ∀ K : Matrix n n ℝ, Kᵀ = K → K * Z = 0 → K ≠ projectedHessian Z H →
      frobDist H (projectedHessian Z H) < frobDist H K := by
  refine ⟨projectedHessian_admissible Z H hZ hH, fun K hK hKZ hne => ?_⟩
  obtain ⟨M, hM⟩ : ∃ M, M = projectedHessian Z H - K := ⟨_, rfl⟩
  -- a nonzero difference has a nonzero entry, hence a positive norm
  have hex : ∃ i j, M i j ≠ 0 := by
    by_contra hc
    apply hne
    have h0 : M = 0 := Matrix.ext fun i j => by
      by_contra hij
      exact hc ⟨i, j, hij⟩
    exact (sub_eq_zero.1 (hM.symm.trans h0)).symm
  obtain ⟨i, j, hij⟩ := hex
  have hpos : 0 < frobSq M := by
    calc 0 < M i j ^ 2 := by positivity
      _ ≤ ∑ b, M i b ^ 2 := Finset.single_le_sum (f := fun b => M i b ^ 2)
          (fun _ _ => sq_nonneg _) (Finset.mem_univ j)
      _ ≤ frobSq M := Finset.single_le_sum (f := fun a => ∑ b, M a b ^ 2)
          (fun _ _ => Finset.sum_nonneg fun _ _ => sq_nonneg _) (Finset.mem_univ i)
  have hpyth := frobSq_pythagoras Z H K hZ hH hK hKZ
  rw [← hM] at hpyth
  refine Real.sqrt_lt_sqrt ?_ (by linarith)
  exact Finset.sum_nonneg fun _ _ => Finset.sum_nonneg fun _ _ => sq_nonneg _

/-- For orthonormal modes and symmetric `H`, the squared size of the correction is `2 ‖H Z‖² - ‖Zᵀ H
Z‖²` in the Frobenius norm. -/
theorem frobSq_correction (Z : Matrix n k ℝ) (H : Matrix n n ℝ)
    (hZ : Zᵀ * Z = 1) (hH : Hᵀ = H) :
    frobSq (H - projectedHessian Z H) = 2 * frobSq (H * Z) - frobSq (Zᵀ * H * Z) := by
  have hP := (vibProj_spec Z hZ).2
  have hpyth := frobSq_pythagoras Z H 0 hZ hH Matrix.transpose_zero (Matrix.zero_mul Z)
  rw [sub_zero, sub_zero] at hpyth
  have h0 : frobSq H = trace (H * H) := by rw [frobSq_eq_trace, hH]
  have h1 : frobSq (H * Z) = trace (H * H * (Z * Zᵀ)) := by
    rw [frobSq_eq_trace, Matrix.transpose_mul, hH, Matrix.mul_assoc Zᵀ H,
      Matrix.trace_mul_comm Zᵀ]
    simp only [Matrix.mul_assoc]
  have ht : (Zᵀ * H * Z)ᵀ = Zᵀ * (H * Z) := by
    rw [Matrix.transpose_mul, Matrix.transpose_mul, Matrix.transpose_transpose, hH]
  have h2 : frobSq (Zᵀ * H * Z) = trace (H * (Z * Zᵀ) * H * (Z * Zᵀ)) := by
    rw [frobSq_eq_trace, ht, Matrix.mul_assoc Zᵀ (H * Z), Matrix.trace_mul_comm Zᵀ]
    simp only [Matrix.mul_assoc]
  have h3 : frobSq (projectedHessian Z H) = trace (H * vibProj Z * H * vibProj Z) := by
    rw [frobSq_eq_trace, (projectedHessian_admissible Z H hZ hH).1, projectedHessian]
    generalize vibProj Z = P at hP
    calc trace (P * H * P * (P * H * P)) = trace (P * (H * (P * P) * H * P)) := by
          simp only [Matrix.mul_assoc]
      _ = trace (H * (P * P) * H * P * P) := Matrix.trace_mul_comm _ _
      _ = trace (H * (P * P) * H * (P * P)) := by simp only [Matrix.mul_assoc]
      _ = trace (H * P * H * P) := by rw [hP]
  -- expand the projectors and use cyclicity of the trace
  unfold vibProj at h3
  generalize Z * Zᵀ = Q at h1 h2 h3
  have h4 : H * (1 - Q) * H * (1 - Q) = H * H - H * H * Q - H * Q * H + H * Q * H * Q := by
    noncomm_ring
  have h5 : trace (H * Q * H) = trace (H * H * Q) := by
    rw [Matrix.trace_mul_comm (H * Q) H, ← Matrix.mul_assoc]
  rw [h4, Matrix.trace_add, Matrix.trace_sub, Matrix.trace_sub, h5] at h3
  linarith

omit [DecidableEq k] in
/-- Between displacements orthogonal to the columns of `Z`, the projected Hessian has the
same matrix elements as `H`. -/
theorem projectedHessian_vibrational_block (Z : Matrix n k ℝ) (H : Matrix n n ℝ) (x y : n → ℝ)
    (hx : Zᵀ *ᵥ x = 0) (hy : Zᵀ *ᵥ y = 0) :
    x ⬝ᵥ (projectedHessian Z H *ᵥ y) = x ⬝ᵥ (H *ᵥ y) := by
  have hfix : ∀ v : n → ℝ, Zᵀ *ᵥ v = 0 → vibProj Z *ᵥ v = v := by
    intro v hv
    rw [vibProj, Matrix.sub_mulVec, Matrix.one_mulVec, ← Matrix.mulVec_mulVec, hv,
      Matrix.mulVec_zero, sub_zero]
  rw [projectedHessian, ← Matrix.mulVec_mulVec, ← Matrix.mulVec_mulVec, hfix y hy,
    Matrix.dotProduct_mulVec, ← Matrix.mulVec_transpose, vibProj_transpose, hfix x hx]

/-- A normalised mode of two coordinates with components `3/5` and `4/5`. -/
def exampleMode : Matrix (Fin 2) (Fin 1) ℝ := !![3/5; 4/5]

/-- A Hessian of two coordinates. -/
def exampleHessian : Matrix (Fin 2) (Fin 2) ℝ := !![2, -1; -1, 1]

/-- The example mode is normalised, the example Hessian is symmetric but does not annihilate the
mode, and its projection is the displayed nonzero matrix. -/
theorem projectedHessian_witness :
    exampleModeᵀ * exampleMode = 1 ∧ exampleHessianᵀ = exampleHessian ∧
    exampleHessian * exampleMode ≠ 0 ∧
    projectedHessian exampleMode exampleHessian =
      !![208/125, -156/125; -156/125, 117/125] := by
  refine ⟨?_, ?_, ?_, ?_⟩
  · ext i j
    fin_cases i
    fin_cases j
    norm_num [exampleMode, Matrix.mul_apply, Fin.sum_univ_succ]
  · ext i j
    fin_cases i <;> fin_cases j <;> simp [exampleHessian]
  · intro h
    have h00 := congrFun (congrFun h 0) 0
    norm_num [exampleHessian, exampleMode, Matrix.mul_apply, Fin.sum_univ_succ] at h00
  · have hP : vibProj exampleMode = !![16/25, -12/25; -12/25, 9/25] := by
      ext i j
      simp only [vibProj, Matrix.sub_apply, Matrix.mul_apply, Matrix.transpose_apply,
        Matrix.one_apply]
      fin_cases i <;> fin_cases j <;> norm_num [exampleMode, Fin.sum_univ_succ]
    rw [projectedHessian, hP, exampleHessian]
    ext i j
    fin_cases i <;> fin_cases j <;> norm_num [Matrix.mul_apply, Fin.sum_univ_succ]

end

end HessianZeroModes
```

```lean
#print axioms HessianZeroModes.projectedHessian_unique_minimiser
#print axioms HessianZeroModes.frobSq_correction
#print axioms HessianZeroModes.projectedHessian_vibrational_block
```

```
'HessianZeroModes.projectedHessian_unique_minimiser' depends on axioms: [propext, Classical.choice, Quot.sound]
'HessianZeroModes.frobSq_correction' depends on axioms: [propext, Classical.choice, Quot.sound]
'HessianZeroModes.projectedHessian_vibrational_block' depends on axioms: [propext, Classical.choice, Quot.sound]
```

## Reading the theorems, and their limits

The finite type `n` labels coordinates and `k` labels the modes to be removed. The hypotheses `hZ : Zᵀ * Z = 1` and `hH : Hᵀ = H` are orthonormality and symmetry. `vibProj Z` is $P$, `projectedHessian Z H` is $PHP$, `frobSq` is the squared norm, and `frobDist` is the distance.

`projectedHessian_unique_minimiser` states that $PHP$ is symmetric, has the prescribed zero modes, and is strictly closer to $H$ than any other such matrix; the strict inequality carries the uniqueness. Its proof finds a nonzero entry of $PHP-K$, so that the squared norm is positive, and applies `frobSq_pythagoras`. That lemma follows the derivation above: `hA0` and `hB1` are the two block statements, `hAB` is the vanishing trace, and `linarith` collects the terms. The equivalence it needs, between $KZ=0$ and $PKP=K$, is `projectedHessian_eq_self_iff`.

`frobSq_correction` sets $K=0$ and expands the projectors with `noncomm_ring`. `projectedHessian_vibrational_block` is the statement about matrix elements, and does not need orthonormal columns. `projectedHessian_witness` checks the example's hypotheses, its contamination and its projected matrix.

The theorems concern exact real arithmetic. Those on the minimum and on the size of the correction assume orthonormal columns, which a code can obtain by orthonormalising its rigid-motion vectors and discarding dependent ones, such as the rotation of a linear molecule about its axis. Nothing requires $H$ to be positive semidefinite, so saddle points are covered, and genuine negative curvature orthogonal to $Z$ remains. So do errors within the vibrational block. Minimality refers to the Frobenius norm in the chosen coordinates; another norm or weighting can select a different matrix.
